# For prime p, the Heisenberg group over Z/p has a centre of order p and p² + p − 1 conjugacy classes

Take a charged particle on a square lattice with half a flux quantum through each plaquette. Its two elementary magnetic translations anticommute, $T_1T_2=-T_2T_1$. If the boundary conditions also give $T_1^2=T_2^2=1$, products of the two make up eight operators:

$$\pm 1,\quad \pm T_1,\quad \pm T_2,\quad \pm T_2T_1 .$$

Conjugation by $T_2$ turns $T_1$ into $-T_1$. In the same way each of $T_1$, $T_2$ and $T_2T_1$ is conjugate to its own negative, while $1$ and $-1$ commute with everything. The centre has two elements, and there are five classes: two single phases and three pairs. A translation that moves the particle has its phase scrambled by conjugation, and a pure phase does not.

For flux $a/p$ per plaquette, with $p$ prime and $a$ not divisible by $p$, the sign becomes $\omega=e^{2\pi i a/p}$, with $T_1T_2=\omega T_2T_1$ and $T_1^p=T_2^p=1$. Here $p$ is the denominator of the flux, which many texts call $q$. The same mechanism gives $p$ central elements and $p^2+p-1$ classes.

By a standard theorem on finite groups, the number of classes is also the number of irreducible complex representations, counted up to equivalence. It therefore counts the symmetry types that the abstract group allows, taken over all values of the central phase. For a single particle at the fixed flux $a/p$ the central phase is set, and only one of these types occurs, of dimension $p$; this last fact is not proved here.

```lean
import Mathlib

open Matrix

namespace FiniteHeisenberg
```

## Translations and phases as triples

Every product of the operators can be ordered as $\omega^z T_2^yT_1^x$, so it is recorded by a triple $(x,y,z)$. The entries $x$ and $y$ are displacements, and $z$ is the exponent of the phase, not a third coordinate. The name `Heisenberg` refers to the Heisenberg group, not to the spin model. The entries lie in a set `R`, which will be $\mathbb Z/p$ in the final count.

```lean
/-- An abstract magnetic translation: translation parts `x` and `y` and a phase part `z`,
all with values in `R`. -/
@[ext]
structure Heisenberg (R : Type*) where
  x : R
  y : R
  z : R
```

Moving $T_1^x$ past $T_2^{y'}$ costs a factor $\omega^{xy'}$, so

$$(x,y,z)(x',y',z')=(x+x',\;y+y',\;z+z'+xy').$$

This is a group law over any commutative ring. In a triple product, either bracketing gives the phase $z+z'+z''+xy'+xy''+x'y''$. The identity is $(0,0,0)$, and the inverse of $(x,y,z)$ is $(-x,-y,-z+xy)$, because $-z+xy+z+(-x)y=0$. In the code the displacement parts follow from the laws of addition, and `ring` checks the phase parts.

```lean
variable {R : Type*} [CommRing R]

/-- The group law of magnetic translations: translations add, and the phase part picks up
the extra term `g.x * h.y`. -/
instance : Group (Heisenberg R) where
  mul g h := ⟨g.x + h.x, g.y + h.y, g.z + h.z + g.x * h.y⟩
  one := ⟨0, 0, 0⟩
  inv g := ⟨-g.x, -g.y, -g.z + g.x * g.y⟩
  mul_assoc a b c := Heisenberg.ext (add_assoc _ _ _) (add_assoc _ _ _) (by
    change (a.z + b.z + a.x * b.y) + c.z + (a.x + b.x) * c.y
      = a.z + (b.z + c.z + b.x * c.y) + a.x * (b.y + c.y)
    ring)
  one_mul a := Heisenberg.ext (zero_add _) (zero_add _) (by
    change 0 + a.z + 0 * a.y = a.z
    ring)
  mul_one a := Heisenberg.ext (add_zero _) (add_zero _) (by
    change a.z + 0 + a.x * 0 = a.z
    ring)
  inv_mul_cancel a := Heisenberg.ext (neg_add_cancel _) (neg_add_cancel _) (by
    change -a.z + a.x * a.y + a.z + -a.x * a.y = 0
    ring)
```

The product in components is then available as an equation, true by definition.

```lean
/-- The product of two magnetic translations in components. -/
theorem mul_def (g h : Heisenberg R) :
    g * h = ⟨g.x + h.x, g.y + h.y, g.z + h.z + g.x * h.y⟩ := rfl
```

## The same group as unitriangular matrices

Assign to each triple the matrix

$$M(x,y,z)=\begin{pmatrix}1&x&z\\0&1&y\\0&0&1\end{pmatrix}.$$

```lean
/-- The upper unitriangular 3 by 3 matrix of a group element. -/
def toMatrix (g : Heisenberg R) : Matrix (Fin 3) (Fin 3) R :=
  !![1, g.x, g.z; 0, 1, g.y; 0, 0, 1]
```

In $M(x,y,z)\,M(x',y',z')$ the entry in the upper right corner is $z'+xy'+z$, and the entries next to the diagonal are $x+x'$ and $y+y'$. This is the matrix of the product triple. The proof compares all nine entries, with `fin_cases` running through the positions.

```lean
/-- The group law is matrix multiplication. -/
theorem toMatrix_mul (g h : Heisenberg R) :
    toMatrix (g * h) = toMatrix g * toMatrix h := by
  ext i j
  fin_cases i <;> fin_cases j <;>
    simp [toMatrix, mul_def, Matrix.mul_apply, Fin.sum_univ_succ] <;> ring
```

Conversely, a matrix $A$ with ones on the diagonal and zeros below it fixes its triple. With indices counted from 0, as in Lean, the triple is $(A_{01},A_{12},A_{02})$. The formula `∃! g, toMatrix g = A` says that there is exactly one such triple, and the equivalence adds that this happens only for unitriangular matrices. Together with the product rule, this carries the results below over to the matrix group.

```lean
/-- A 3 by 3 matrix has ones on the diagonal and zeros below it exactly when it is the matrix
of one and only one group element. -/
theorem unitriangular_iff (A : Matrix (Fin 3) (Fin 3) R) :
    ((∀ i, A i i = 1) ∧ ∀ i j, j < i → A i j = 0) ↔ ∃! g, toMatrix g = A := by
  constructor
  · rintro ⟨hd, hl⟩
    have h00 := hd 0
    have h11 := hd 1
    have h22 := hd 2
    have h10 := hl 1 0 (by decide)
    have h20 := hl 2 0 (by decide)
    have h21 := hl 2 1 (by decide)
    refine ⟨⟨A 0 1, A 1 2, A 0 2⟩, ?_, ?_⟩
    · show toMatrix _ = A
      ext i j
      fin_cases i <;> fin_cases j <;> simp [toMatrix, h00, h11, h22, h10, h20, h21]
    · intro g hg
      have hg' : toMatrix g = A := hg
      rw [← hg']
      ext <;> simp [toMatrix]
  · rintro ⟨g, hg, -⟩
    have hg' : toMatrix g = A := hg
    rw [← hg']
    constructor
    · intro i
      fin_cases i <;> simp [toMatrix]
    · intro i j
      fin_cases i <;> fin_cases j <;> simp [toMatrix]
```

## Action on wavefunctions

To recover operators, let $\chi$ be an additive character, a function with $\chi(u+v)=\chi(u)\chi(v)$ and $\chi(0)=1$. For flux $a/p$ one takes $\chi(n)=e^{2\pi i an/p}$. On a finite ring the values of $\chi$ are roots of unity, hence phases; on an infinite ring such as $\mathbb Z$ the definition also admits values of other modulus. A group element acts on amplitudes $\psi(k)$ by

$$(T_{(x,y,z)}\psi)(k)=\chi(z+yk)\,\psi(k+x).$$

The label $k$ runs over a ring of sites. The first translation shifts it, and the second multiplies by $\chi(k)$, so $k$ labels eigenstates of the second translation and is not a position along it.

```lean
/-- The action of a group element on a wavefunction `ψ` with sites labelled by `R`: a shift by `x`
and a site-dependent factor given by the additive character `χ`. -/
def translate (χ : AddChar R ℂ) (g : Heisenberg R) (ψ : R → ℂ) : R → ℂ :=
  fun k => χ (g.z + g.y * k) * ψ (k + g.x)
```

Acting first with $h=(x',y',z')$ and then with $g=(x,y,z)$ gives

$$\chi(z+yk)\,\chi\big(z'+y'(k+x)\big)\,\psi(k+x+x').$$

The arguments of $\chi$ add up to $z+z'+xy'+(y+y')k$, which is what the product $gh$ prescribes. The equations `h1` and `h2` rearrange the phase and the site label in this way.

```lean
/-- Acting with a product is acting with one factor after the other. -/
theorem translate_mul (χ : AddChar R ℂ) (g h : Heisenberg R) (ψ : R → ℂ) :
    translate χ (g * h) ψ = translate χ g (translate χ h ψ) := by
  funext k
  have h1 : g.z + h.z + g.x * h.y + (g.y + h.y) * k
      = (g.z + g.y * k) + (h.z + h.y * (k + g.x)) := by ring
  have h2 : k + (g.x + h.x) = k + g.x + h.x := by ring
  simp only [translate, mul_def]
  rw [h1, h2, AddChar.map_add_eq_mul χ (g.z + g.y * k) (h.z + h.y * (k + g.x)), mul_assoc]
```

For the two elementary translations, one order gives $\chi(k+1)\psi(k+1)$ and the other gives $\chi(k)\psi(k+1)$. Their ratio is $\chi(1)$, which equals $\omega$ for the character above. The theorem admits every character, including the trivial one, for which the flux phase is 1.

```lean
/-- The two elementary magnetic translations commute up to the factor `χ 1`. -/
theorem translate_flux (χ : AddChar R ℂ) (ψ : R → ℂ) :
    translate χ ⟨1, 0, 0⟩ (translate χ ⟨0, 1, 0⟩ ψ)
      = χ 1 • translate χ ⟨0, 1, 0⟩ (translate χ ⟨1, 0, 0⟩ ψ) := by
  funext k
  simp only [translate, Pi.smul_apply, smul_eq_mul, zero_mul, one_mul, zero_add, add_zero,
    AddChar.map_add_eq_mul, AddChar.map_zero_eq_one]
  ring
```

No Hamiltonian enters. That the translations of a given lattice model commute with its Hamiltonian, and that their $p$-th powers are the identity, has to be established for that model.

## The centre consists of pure phases

Let $g=(x,y,z)$ and $h=(x',y',z')$. The displacement parts of $hg$ and $gh$ agree, and their phase parts differ by $x'y-xy'$. If $g$ is central, the choice $h=(1,0,0)$ gives $y=0$ and $h=(0,1,0)$ gives $x=0$. If $x=y=0$, the difference vanishes for every $h$. The proof uses the same two test elements, and `linear_combination` extracts each conclusion from the phase equation.

```lean
/-- An element is central exactly when both of its translation parts vanish. -/
theorem mem_center_iff_pure_phase (g : Heisenberg R) :
    g ∈ Subgroup.center (Heisenberg R) ↔ g.x = 0 ∧ g.y = 0 := by
  rw [Subgroup.mem_center_iff]
  constructor
  · intro h
    -- test against the two elementary translations
    have h1 := h ⟨1, 0, 0⟩
    have h2 := h ⟨0, 1, 0⟩
    rw [mul_def, mul_def, Heisenberg.ext_iff] at h1 h2
    exact ⟨by linear_combination (-1) * h2.2.2, by linear_combination h1.2.2⟩
  · rintro ⟨hx, hy⟩ h
    exact Heisenberg.ext (add_comm _ _) (add_comm _ _) (by
      change h.z + g.z + h.x * g.y = g.z + h.z + g.x * h.y
      linear_combination h.x * hy - h.y * hx)
```

## How far conjugation moves the phase

Two elements $g$ and $h$ are conjugate if $cgc^{-1}=h$ for some $c$, or equivalently $cg=hc$. Write $c=(s,t,r)$. The displacement parts give $x=x'$ and $y=y'$. The phase parts give

$$r+z+sy=z'+r+x't,$$

and with $x'=x$ this becomes

$$z'=z+sy-tx .$$

The phase $r$ cancels, so for the converse the element $c=(s,t,0)$ is enough. The lemma `mul_inv_eq_iff_eq_mul` replaces the inverse by the equation $cg=hc$, and the rest is the algebra above.

```lean
/-- Conjugation keeps the translation parts and shifts the phase part by `s * y - t * x`,
where `s` and `t` can be any elements of `R`. -/
theorem isConj_iff_shift (g h : Heisenberg R) :
    IsConj g h ↔ g.x = h.x ∧ g.y = h.y ∧ ∃ s t, h.z = g.z + s * g.y - t * g.x := by
  rw [isConj_iff]
  constructor
  · rintro ⟨c, hc⟩
    have e := mul_inv_eq_iff_eq_mul.mp hc
    rw [mul_def, mul_def, Heisenberg.ext_iff] at e
    obtain ⟨e1, e2, e3⟩ := e
    have hx : g.x = h.x := by linear_combination e1
    have hy : g.y = h.y := by linear_combination e2
    exact ⟨hx, hy, c.x, c.y, by linear_combination (-1) * e3 + c.y * hx⟩
  · rintro ⟨hx, hy, s, t, hz⟩
    refine ⟨⟨s, t, 0⟩, mul_inv_eq_iff_eq_mul.mpr ?_⟩
    rw [mul_def, mul_def, Heisenberg.ext_iff]
    exact ⟨by linear_combination hx, by linear_combination hy,
      by linear_combination (-1) * hz + t * hx⟩
```

Now let the entries lie in a field. If $x\neq0$, the choice $s=0$, $t=(z-z')/x$ reaches any phase $z'$. If $x=0$ and $y\neq0$, the choice $s=(z'-z)/y$, $t=0$ does. If $x=y=0$, the shift is zero and the phases must agree. Conjugate elements are therefore those with equal displacements and, when both displacements vanish, equal phases. The two `by_cases` steps make this distinction.

This criterion does not extend to all commutative rings. Over $\mathbb Z/4$ the element $(2,0,0)$ is shifted only by $-2t$, so its phase never becomes odd.

```lean
variable {K : Type*} [Field K]

/-- Over a field, two elements are conjugate exactly when their translation parts agree and,
if these vanish, their phase parts agree too. -/
theorem isConj_iff_of_field (g h : Heisenberg K) :
    IsConj g h ↔ g.x = h.x ∧ g.y = h.y ∧ (g.x = 0 → g.y = 0 → g.z = h.z) := by
  rw [isConj_iff_shift]
  constructor
  · rintro ⟨hx, hy, s, t, hz⟩
    exact ⟨hx, hy, fun h1 h2 => by linear_combination (-1) * hz - s * h2 + t * h1⟩
  · rintro ⟨hx, hy, hz⟩
    refine ⟨hx, hy, ?_⟩
    by_cases h1 : g.x = 0
    · by_cases h2 : g.y = 0
      · exact ⟨0, 0, by linear_combination (-1) * (hz h1 h2)⟩
      · have e : (h.z - g.z) / g.y * g.y = h.z - g.z := by field_simp
        exact ⟨(h.z - g.z) / g.y, 0, by linear_combination (-1) * e⟩
    · have e : (g.z - h.z) / g.x * g.x = g.z - h.z := by field_simp
      exact ⟨0, (g.z - h.z) / g.x, by linear_combination e⟩
```

## One representative for each class

The criterion suggests a list of representatives: $(0,0,z)$ for every phase $z$, and $(x,y,0)$ for every displacement $(x,y)\neq(0,0)$. In Lean the list is indexed by a disjoint sum, with `.inl` for the phases and `.inr` for the nonzero displacements.

```lean
/-- Representatives of the classes: the pure phases, and the nonzero translations with
phase part zero. -/
def classRep : K ⊕ {v : K × K // v ≠ 0} → Heisenberg K
  | .inl z => ⟨0, 0, z⟩
  | .inr v => ⟨v.1.1, v.1.2, 0⟩
```

No class is listed twice. Two conjugate pure phases are equal, two conjugate nonzero displacements are equal, and a pure phase is never conjugate to a nonzero displacement. These are the four cases of the first half of the proof, the mixed case appearing in both orders. No class is missing either: an element with $x=y=0$ is itself on the list, and any other element is conjugate to $(x,y,0)$. Together these say that the map from the list to the classes is a bijection.

```lean
/-- Over a field, every conjugacy class contains exactly one of the representatives. -/
theorem classRep_bijective :
    Function.Bijective (fun s => ConjClasses.mk (classRep (K := K) s)) := by
  constructor
  · rintro (z | ⟨⟨a, b⟩, hv⟩) (w | ⟨⟨c, d⟩, hw⟩) h <;>
      obtain ⟨h1, h2, h3⟩ :=
        (isConj_iff_of_field _ _).1 (ConjClasses.mk_eq_mk_iff_isConj.1 h)
    · exact congrArg Sum.inl (h3 rfl rfl)
    · exact (hw (Prod.ext h1.symm h2.symm)).elim
    · exact (hv (Prod.ext h1 h2)).elim
    · exact congrArg Sum.inr (Subtype.ext (Prod.ext h1 h2))
  · intro q
    obtain ⟨g, rfl⟩ := ConjClasses.exists_rep q
    by_cases hg : (g.x, g.y) = (0 : K × K)
    · exact ⟨.inl g.z, ConjClasses.mk_eq_mk_iff_isConj.2 ((isConj_iff_of_field _ _).2
        ⟨(congrArg Prod.fst hg).symm, (congrArg Prod.snd hg).symm, fun _ _ => rfl⟩)⟩
    · exact ⟨.inr ⟨(g.x, g.y), hg⟩, ConjClasses.mk_eq_mk_iff_isConj.2
        ((isConj_iff_of_field _ _).2
          ⟨rfl, rfl, fun h1 h2 => (hg (Prod.ext h1 h2)).elim⟩)⟩
```

## Counting over Z/p

For prime $p$ the ring $\mathbb Z/p$ is a field, so the list can be counted. There are $p$ pure phases and $p^2-1$ nonzero displacements:

$$p+(p^2-1)=p^2+p-1 .$$

The centre consists of the elements $(0,0,z)$, one for each $z\in\mathbb Z/p$, so its order is $p$. For $p=2$ this returns the two central elements and five classes of the half-flux case.

In the theorem, `Fact p.Prime` supplies the primality of $p$, `ZMod p` is $\mathbb Z/p$, and `Nat.card` counts elements. The equivalence `e` reads off the phase of a central element. For the classes, the bijection reduces the count to the size of the list. The subtraction is one of natural numbers, and `hp` makes sure that it has its ordinary meaning.

```lean
/-- For a prime `p`, the magnetic translation group over `Z/p` has a centre of order `p` and
exactly `p ^ 2 + p - 1` conjugacy classes. -/
theorem card_center_and_conjClasses (p : ℕ) [Fact p.Prime] :
    Nat.card (Subgroup.center (Heisenberg (ZMod p))) = p ∧
      Nat.card (ConjClasses (Heisenberg (ZMod p))) = p ^ 2 + p - 1 := by
  constructor
  · -- a central element is determined by its phase part
    let e : Subgroup.center (Heisenberg (ZMod p)) ≃ ZMod p :=
      { toFun := fun g => g.1.z
        invFun := fun z => ⟨⟨0, 0, z⟩, (mem_center_iff_pure_phase _).2 ⟨rfl, rfl⟩⟩
        left_inv := fun g => Subtype.ext (Heisenberg.ext
          ((mem_center_iff_pure_phase _).1 g.2).1.symm
          ((mem_center_iff_pure_phase _).1 g.2).2.symm rfl)
        right_inv := fun _ => rfl }
    rw [Nat.card_congr e, Nat.card_zmod]
  · -- count the representatives: p phases and p * p - 1 nonzero translations
    have hc : Fintype.card {v : ZMod p × ZMod p // v ≠ 0} = p * p - 1 := by
      simp [Fintype.card_prod, ZMod.card]
    have hp : 0 < p * p := Nat.mul_pos (Fact.out : p.Prime).pos (Fact.out : p.Prime).pos
    rw [← Nat.card_eq_of_bijective _ (classRep_bijective (K := ZMod p)),
      Nat.card_eq_fintype_card, Fintype.card_sum, hc, ZMod.card, pow_two]
    omega

end FiniteHeisenberg
```

```lean
#print axioms FiniteHeisenberg.unitriangular_iff
#print axioms FiniteHeisenberg.translate_mul
#print axioms FiniteHeisenberg.translate_flux
#print axioms FiniteHeisenberg.card_center_and_conjClasses
```

```
'FiniteHeisenberg.unitriangular_iff' depends on axioms: [propext, Classical.choice, Quot.sound]
'FiniteHeisenberg.translate_mul' depends on axioms: [propext, Classical.choice, Quot.sound]
'FiniteHeisenberg.translate_flux' depends on axioms: [propext, Classical.choice, Quot.sound]
'FiniteHeisenberg.card_center_and_conjClasses' depends on axioms: [propext, Classical.choice, Quot.sound]
```
